# The root factor R of a tree of orthonormal-column factorisations satisfies A = QR for the full block A, with QᴴQ = 1

A finite real or complex matrix, whose n columns can be read as n vectors that need be neither normalised nor orthogonal, is split by rows among the leaves of a binary tree. Each leaf is factored as QR with the columns of Q orthonormal, and at each node the two child factors are stacked and factored again in the same way; R need not be triangular. `exists_global_factor` states that the R left at the root also factors the full matrix, so that every original column is a combination of n orthonormal vectors with coefficients from R. The proof goes by induction on the reduction: at a node it cuts Q into an upper part `T` and a lower part `B`, multiplies the children's orthonormal factors by these from the right, and stacks the products.

This version doesn't compile in Lean 4 with Mathlib:

```lean
import Mathlib

open Matrix

namespace ExistsGlobalFactor

universe u

/-- A binary reduction tree for a block with `n` columns; the last index is the total number
of rows held by its leaves. -/
inductive RowTree (𝕜 : Type u) (n : ℕ) : ℕ → Type u
  | leaf {m : ℕ} (A : Matrix (Fin m) (Fin n) 𝕜) : RowTree 𝕜 n m
  | node {p q : ℕ} (l : RowTree 𝕜 n p) (r : RowTree 𝕜 n q) : RowTree 𝕜 n (p + q)

variable {𝕜 : Type u} [RCLike 𝕜] {n m p q : ℕ}

/-- The matrix `[A; B]` with the rows of `A` above the rows of `B`. -/
def stack (A : Matrix (Fin p) (Fin n) 𝕜) (B : Matrix (Fin q) (Fin n) 𝕜) :
    Matrix (Fin (p + q)) (Fin n) 𝕜 :=
  Matrix.of fun i j => Fin.append (fun a => A a j) (fun b => B b j) i

/-- The full block: all leaves of the tree stacked from left to right. -/
def RowTree.block : {m : ℕ} → RowTree 𝕜 n m → Matrix (Fin m) (Fin n) 𝕜
  | _, .leaf A => A
  | _, .node l r => stack l.block r.block

/-- `Reduces t R`: factoring every leaf as `A = Q R` and every stacked pair of child factors as
`[R_left; R_right] = Q R`, each `Q` with orthonormal columns, can leave `R` at the root. -/
inductive Reduces : {m : ℕ} → RowTree 𝕜 n m → Matrix (Fin n) (Fin n) 𝕜 → Prop
  | leaf {m : ℕ} {A : Matrix (Fin m) (Fin n) 𝕜} {R : Matrix (Fin n) (Fin n) 𝕜}
      (Q : Matrix (Fin m) (Fin n) 𝕜) (hQ : Qᴴ * Q = 1) (hA : A = Q * R) :
      Reduces (.leaf A) R
  | node {p q : ℕ} {l : RowTree 𝕜 n p} {r : RowTree 𝕜 n q}
      {Rl Rr R : Matrix (Fin n) (Fin n) 𝕜} (Q : Matrix (Fin (n + n)) (Fin n) 𝕜)
      (hl : Reduces l Rl) (hr : Reduces r Rr) (hQ : Qᴴ * Q = 1)
      (hS : stack Rl Rr = Q * R) : Reduces (.node l r) R

/-- The Gram matrix of two stacked blocks is the sum of their Gram matrices. -/
theorem stack_gram (A : Matrix (Fin p) (Fin n) 𝕜) (B : Matrix (Fin q) (Fin n) 𝕜) :
    (stack A B)ᴴ * stack A B = Aᴴ * A + Bᴴ * B := by
  ext i j
  simp [stack, Matrix.mul_apply, Fin.sum_univ_add]

/-- Multiplying a stacked block from the right multiplies each part. -/
theorem stack_mul (A : Matrix (Fin p) (Fin n) 𝕜) (B : Matrix (Fin q) (Fin n) 𝕜)
    (R : Matrix (Fin n) (Fin n) 𝕜) : stack A B * R = stack (A * R) (B * R) := by
  ext i j
  refine Fin.addCases (fun a => ?_) (fun b => ?_) i <;> simp [stack, Matrix.mul_apply]

/-- A factor `Q` with orthonormal columns drops out of the Gram matrix of `Q R`. -/
theorem gram_of_orthonormal {Q : Matrix (Fin m) (Fin n) 𝕜} (hQ : Qᴴ * Q = 1)
    (R : Matrix (Fin n) (Fin n) 𝕜) : (Q * R)ᴴ * (Q * R) = Rᴴ * R := by
  rw [Matrix.conjTranspose_mul, Matrix.mul_assoc, ← Matrix.mul_assoc Qᴴ, hQ, Matrix.one_mul]

/-- The root factor of any reduction tree is a factor of the full block:
`block = Q R` for some `Q` with orthonormal columns. -/
theorem exists_global_factor {t : RowTree 𝕜 n m} {R : Matrix (Fin n) (Fin n) 𝕜}
    (h : Reduces t R) : ∃ Q : Matrix (Fin m) (Fin n) 𝕜, Qᴴ * Q = 1 ∧ t.block = Q * R := by
  induction h with
  | leaf Q hQ hA => exact ⟨Q, hQ, hA⟩
  | @node p q l r Rl Rr R Q _ _ hQ hS ihl ihr =>
    obtain ⟨Ql, hQl, hl⟩ := ihl
    obtain ⟨Qr, hQr, hr⟩ := ihr
    -- cut the node's Q into the parts that act on the left and right child
    obtain ⟨T, B, rfl⟩ : ∃ T B : Matrix (Fin n) (Fin n) 𝕜, Q = stack T B := by
      refine ⟨Matrix.of fun i j => Q (Fin.castAdd n i) j,
        Matrix.of fun i j => Q (Fin.natAdd n i) j, ?_⟩
      ext i j
      refine Fin.addCases (fun a => ?_) (fun b => ?_) i <;> simp [stack]
    rw [stack_mul] at hS
    have h1 : Rl = T * R := by
      ext i j
      have h := congrFun (congrFun hS (Fin.castAdd n i)) j
      simpa only [stack, Matrix.of_apply, Fin.append_left] using h
    have h2 : Rr = B * R := by
      ext i j
      have h := congrFun (congrFun hS (Fin.natAdd n i)) j
      simpa only [stack, Matrix.of_apply, Fin.append_right] using h
    refine ⟨stack (Ql * T) (Qr * B), ?_, ?_⟩
    · rw [stack_gram, gram_of_orthonormal hQl, gram_of_orthonormal hQr, ← stack_gram, hQ]
    · change stack l.block r.block = _
      rw [hl, hr, stack_mul, Matrix.mul_assoc, Matrix.mul_assoc, ← h1, ← h2]

end ExistsGlobalFactor
```

Messages:

```
Main.lean:65:76: error: unsolved goals
case refine_2
𝕜 : Type u
inst✝ : RCLike 𝕜
n m : ℕ
t : RowTree 𝕜 n m
R✝ : Matrix (Fin n) (Fin n) 𝕜
p q : ℕ
l : RowTree 𝕜 n p
r : RowTree 𝕜 n q
Rl Rr R : Matrix (Fin n) (Fin n) 𝕜
Q : Matrix (Fin (n + n)) (Fin n) 𝕜
hl✝ : Reduces l Rl
hr✝ : Reduces r Rr
hQ : Qᴴ * Q = 1
hS : stack Rl Rr = Q * R
Ql : Matrix (Fin p) (Fin n) 𝕜
hQl : Qlᴴ * Ql = 1
hl : l.block = Ql * Rl
Qr : Matrix (Fin q) (Fin n) 𝕜
hQr : Qrᴴ * Qr = 1
hr : r.block = Qr * Rr
i : Fin (n + n)
j b : Fin n
⊢ Q (b.addNat n) j = Fin.append (fun a => Q (Fin.castAdd n a) j) (fun b => Q (b.addNat n) j) (b.addNat n)
```

The change, after which it compiles:

```diff
@@ -67,5 +67,6 @@
         Matrix.of fun i j => Q (Fin.natAdd n i) j, ?_⟩
       ext i j
-      refine Fin.addCases (fun a => ?_) (fun b => ?_) i <;> simp [stack]
+      refine Fin.addCases (fun a => ?_) (fun b => ?_) i <;>
+        simp only [stack, Matrix.of_apply, Fin.append_left, Fin.append_right]
     rw [stack_mul] at hS
     have h1 : Rl = T * R := by
```

The one error is an unsolved goal in the step that shows `Q = stack T B`, in the case of a row from the lower half. Such a row has index `Fin.natAdd n b`, and `Fin.append_right` evaluates `Fin.append` at an index of just that form. But here both halves have `n` rows, so `b` is in `Fin n`, and `Fin.natAdd n b` and `b.addNat n` are the same index. The full `simp` rewrote the first form to the second, as the remaining goal shows, and `Fin.append_right` no longer matched. The goal was true, but `simp` was left with a `Fin.append` it could not evaluate.

The repair replaces `simp [stack]` with a `simp only` that unfolds `stack` and `Matrix.of` and uses `Fin.append_left` for the upper rows and `Fin.append_right` for the lower ones. With no rule in the list to turn `Fin.natAdd` into `addNat`, the index keeps the form `Fin.append_right` needs, and both sides become the same entry of `Q`.
